# Quadratic form of the shifted adjacency matrix at a hard-core density fluctuation on a regular graph

On a finite graph where every site has d neighbours, `fluctuation_energy` takes a hard-core configuration S, one with no two occupied sites adjacent, and its density fluctuation f, equal to n − s on occupied sites and −s on empty ones, for n sites and s particles. It states that for any real m the quadratic form of A − m·1 at f, with A the adjacency matrix, equals n·s·(−n·m − s·(d − m)). The vector f is not normalised: its squared norm is n·s·(n − s), so when 0 < s < n the normalised value is −m − s·d/(n − s). The attempt names n and s as real numbers, finds each site's contribution by treating occupied and empty sites separately, and sums these using the fact that the numbers of occupied neighbours add up to d·s.

The first attempt, which Lean rejects:

```lean
import Mathlib

open Matrix

namespace HoffmanRatioBound

noncomputable section

variable {V : Type*} [Fintype V] [DecidableEq V]

/-- A hard-core configuration: no two occupied sites are nearest neighbours. -/
def IsHardCore (G : SimpleGraph V) (S : Finset V) : Prop :=
  ∀ u ∈ S, ∀ v ∈ S, ¬ G.Adj u v

variable (G : SimpleGraph V) [DecidableRel G.Adj]

/-- The number of occupied neighbours of the site `v`. -/
def contacts (S : Finset V) (v : V) : ℕ := (S.filter fun u => G.Adj v u).card

/-- The density fluctuation of a configuration, scaled by the number of sites. -/
def fluctuation (S : Finset V) (v : V) : ℝ :=
  (Fintype.card V : ℝ) * (if v ∈ S then 1 else 0) - (S.card : ℝ)

variable {G} {d : ℕ} {m : ℝ} {S : Finset V}

omit [DecidableEq V] in
/-- Every row of the adjacency matrix of a `d`-regular graph sums to `d`. -/
theorem row_sum (hG : G.IsRegularOfDegree d) (v : V) :
    ∑ j, G.adjMatrix ℝ v j = d := by
  have h := SimpleGraph.adjMatrix_mulVec_const_apply (G := G) (α := ℝ) (a := 1) (v := v)
  simp only [mulVec, dotProduct, Function.const_apply, mul_one, hG.degree_eq v] at h
  exact h

omit [DecidableEq V] in
/-- On a `d`-regular graph, the number of occupied neighbours, summed over all sites, is `d` times
the number of particles. -/
theorem sum_contacts (hG : G.IsRegularOfDegree d) (S : Finset V) :
    ∑ v, (contacts G S v : ℝ) = d * S.card := by
  have h : ∀ v, (contacts G S v : ℝ) = ∑ u ∈ S, G.adjMatrix ℝ u v := by
    intro v
    simp [contacts, SimpleGraph.adjMatrix_apply, Finset.sum_boole, G.adj_comm v]
  simp_rw [h]
  rw [Finset.sum_comm, Finset.sum_congr rfl fun u _ => row_sum hG u]
  simp [mul_comm]

/-- On a `d`-regular graph, the action of the shifted adjacency matrix on the density fluctuation is
given explicitly by the fluctuation itself and the number of occupied neighbours of each site. -/
theorem shifted_mulVec (hG : G.IsRegularOfDegree d) (m : ℝ) (S : Finset V) (v : V) :
    ((G.adjMatrix ℝ - m • (1 : Matrix V V ℝ)) *ᵥ fluctuation S) v =
      Fintype.card V * contacts G S v - S.card * d - m * fluctuation S v := by
  have hk : ∑ j, G.adjMatrix ℝ v j * (if j ∈ S then 1 else 0) = (contacts G S v : ℝ) := by
    simp only [mul_ite, mul_one, mul_zero, Finset.sum_ite_mem, Finset.univ_inter]
    simp [contacts, SimpleGraph.adjMatrix_apply, Finset.sum_boole]
  have hA : (G.adjMatrix ℝ *ᵥ fluctuation S) v =
      Fintype.card V * contacts G S v - S.card * d := by
    rw [← hk, ← row_sum hG v, Finset.mul_sum, Finset.mul_sum, ← Finset.sum_sub_distrib]
    simp only [mulVec, dotProduct, fluctuation]
    exact Finset.sum_congr rfl fun _ _ => by ring
  simp only [sub_mulVec, smul_mulVec, one_mulVec, Pi.sub_apply, Pi.smul_apply,
    smul_eq_mul, hA]

/-- For a hard-core configuration on a `d`-regular graph, the quadratic form of the shifted
adjacency matrix at the density fluctuation has a closed form in the particle number. -/
theorem fluctuation_energy (hG : G.IsRegularOfDegree d) (hS : IsHardCore G S) (m : ℝ) :
    fluctuation S ⬝ᵥ ((G.adjMatrix ℝ - m • (1 : Matrix V V ℝ)) *ᵥ fluctuation S) =
      Fintype.card V * S.card * (-(Fintype.card V * m) - S.card * (d - m)) := by
  set n : ℝ := Fintype.card V with hn
  set s : ℝ := S.card with hs
  have ho : ∑ v : V, (if v ∈ S then (1 : ℝ) else 0) = s := by simp [hs]
  have hterm : ∀ v, fluctuation S v *
      ((G.adjMatrix ℝ - m • (1 : Matrix V V ℝ)) *ᵥ fluctuation S) v =
      (-(n * s * d) - m * n ^ 2 + 2 * n * m * s) * (if v ∈ S then (1 : ℝ) else 0)
        + (-(s * n)) * (contacts G S v : ℝ) + (s ^ 2 * d - m * s ^ 2) := by
    intro v
    rw [shifted_mulVec hG]
    by_cases hv : v ∈ S
    · -- an occupied site has no occupied neighbour
      have h0 : contacts G S v = 0 := by
        rw [contacts, Finset.card_eq_zero, Finset.filter_eq_empty_iff]
        exact fun u hu => hS v hv u hu
      simp only [fluctuation, hv, if_true, h0, Nat.cast_zero, ← hn, ← hs]
      ring
    · simp only [fluctuation, hv, if_false, ← hn, ← hs]
      ring
  rw [dotProduct, Finset.sum_congr rfl fun v _ => hterm v, Finset.sum_add_distrib,
    Finset.sum_add_distrib, ← Finset.mul_sum, ← Finset.mul_sum, ho, sum_contacts hG,
    Finset.sum_const, Finset.card_univ, nsmul_eq_mul, ← hn, ← hs]
  ring

end

end HoffmanRatioBound
```

Messages:

```
Main.lean:67:2: error: Type mismatch
  Fintype.card V
has type
  ℕ
but is expected to have type
  ℝ
```

What went wrong. The message says that `Fintype.card V` is a natural number where a real number is expected. It points to the line `set n : ℝ := Fintype.card V with hn`. The annotation `n : ℝ` fixes the type of the new name, but `set` does not insert the cast from `ℕ` to `ℝ` when the value it is given has another type, so it reports a mismatch.

In the repair the value is written `(Fintype.card V : ℝ)`. This type ascription makes Lean insert the cast while reading the value itself, so `set` receives a real number.

The next line, `set s : ℝ := S.card with hs`, has the same fault, since `S.card` is also a natural number. It has no message of its own because the proof stopped at the first error. Writing `(S.card : ℝ)` cures it in the same way, so this second change is needed too. The rest of the proof is unchanged.

This version goes through:

```diff
@@ -65,6 +65,6 @@
     fluctuation S ⬝ᵥ ((G.adjMatrix ℝ - m • (1 : Matrix V V ℝ)) *ᵥ fluctuation S) =
       Fintype.card V * S.card * (-(Fintype.card V * m) - S.card * (d - m)) := by
-  set n : ℝ := Fintype.card V with hn
-  set s : ℝ := S.card with hs
+  set n : ℝ := (Fintype.card V : ℝ) with hn
+  set s : ℝ := (S.card : ℝ) with hs
   have ho : ∑ v : V, (if v ∈ S then (1 : ℝ) else 0) = s := by simp [hs]
   have hterm : ∀ v, fluctuation S v *
```
